# For a finite Markov chain with positive transition probabilities, the cycle identity for mean hitting times is equivalent to detailed balance

Suppose a molecule takes longer, on average, to get from conformation A to B than from B to A. Reading this as a sign of external driving would be a mistake: at equilibrium the two times may differ simply because the conformations are unequally populated. A comparison around a triangle removes this ambiguity. If every one-step transition probability is positive, detailed balance holds exactly when

$$m_{ij}+m_{jk}+m_{ki}=m_{ik}+m_{kj}+m_{ji}\quad\text{for all } i,j,k,$$

where $m_{ij}$ is the mean number of steps to first reach $j$ from $i$. For Markov state models built from molecular dynamics, this gives a consistency check on computed passage times when the model is finite and all its transition probabilities are positive: the times should satisfy the identity if the model obeys detailed balance, and violate it for some triple if it does not.

## Survival and mean hitting times

Let $S$ be the finite set of states and $P_{ij}$ the probability of a jump from $i$ to $j$ in one time step.

```lean
import Mathlib

open Matrix

namespace HittingTimeCycle

variable {S : Type*} [Fintype S] [DecidableEq S]
```

Let $s_n(i)$ be the probability that target $j$ has not been visited at times $0,\dots,n$, starting from $i$. Then $s_n(j)=0$, while for $i\ne j$

$$s_0(i)=1,\qquad s_{n+1}(i)=\sum_k P_{ik}\,s_n(k).$$

The recursion serves as the definition. It gives the survival statistics of real trajectories if their jumps are memoryless with fixed probabilities $P_{ij}$, which is a physical assumption.

```lean
/-- Probability that the chain `P`, started at `i`, has not visited the target `j` at any of
the times `0, ..., n`, computed by conditioning on the first step. -/
def survival (P : Matrix S S ℝ) (j : S) : ℕ → S → ℝ
  | 0, i => if i = j then 0 else 1
  | n + 1, i => if i = j then 0 else ∑ k, P i k * survival P j n k
```

A waiting time with values in $0,1,2,\dots$ has mean equal to the sum of its survival probabilities, so $m_{ij}=\sum_{n\ge0}s_n(i)$.

```lean
/-- Matrix of mean hitting times: the entry `i j` is the sum over `n` of the probability that
`j` has not been visited up to time `n` from the start `i`. -/
noncomputable def meanHit (P : Matrix S S ℝ) : Matrix S S ℝ :=
  Matrix.of fun i j => ∑' n, survival P j n i
```

Detailed balance with weights $\pi_i$ means that no pair of states carries a net current: $\pi_iP_{ij}=\pi_jP_{ji}$.

```lean
/-- Detailed balance: the probability flow from `i` to `j` equals the flow from `j` to `i`. -/
def DetailedBalance (P : Matrix S S ℝ) (π : S → ℝ) : Prop :=
  ∀ i j, π i * P i j = π j * P j i
```

Define $L_{ij}=\pi_i(\delta_{ij}-P_{ij})$. Despite its name, `netFlow` does not list the pair currents $\pi_iP_{ij}-\pi_jP_{ji}$; it is a weighted Laplacian.

```lean
/-- The weighted Laplacian `diag(π) (1 - P)`, with entries `π i * (δ i j - P i j)`. -/
def netFlow (P : Matrix S S ℝ) (π : S → ℝ) : Matrix S S ℝ :=
  Matrix.of fun i j => π i * ((1 : Matrix S S ℝ) i j - P i j)
```

A start on the target has already arrived, so $m_{jj}=0$; this is not the mean return time.

```lean
/-- A chain started on its target has survival probability zero. -/
theorem survival_self (P : Matrix S S ℝ) (j : S) (n : ℕ) : survival P j n j = 0 := by
  cases n <;> simp [survival]
```

## Convergence and the first-step equation

Choose $o$ to minimise $P_{ij}$ over $i$, and set $q=1-P_{oj}<1$. If $s_n\le q^n$, then for $i\neq j$

$$s_{n+1}(i)=\sum_{k\ne j}P_{ik}s_n(k)\le(1-P_{ij})q^n\le q^{n+1}.$$

The induction below follows this estimate, with `hterm` bounding each summand. Here `hpos` is positivity of $P$ and `hrow` says that each row sums to one.

```lean
/-- For a stochastic matrix with positive entries, the survival probability decays at least
geometrically, uniformly in the starting state. -/
theorem survival_decay {P : Matrix S S ℝ} (hpos : ∀ i j, 0 < P i j)
    (hrow : ∀ i, ∑ j, P i j = 1) (j : S) :
    ∃ q : ℝ, 0 ≤ q ∧ q < 1 ∧
      ∀ n i, 0 ≤ survival P j n i ∧ survival P j n i ≤ q ^ n := by
  have : Nonempty S := ⟨j⟩
  -- the state from which a direct jump to the target is least likely
  obtain ⟨o, ho⟩ := Finite.exists_min (fun i => P i j)
  have hle : P o j ≤ ∑ k, P o k :=
    Finset.single_le_sum (fun k _ => (hpos o k).le) (Finset.mem_univ j)
  rw [hrow o] at hle
  have hq : 0 ≤ 1 - P o j := by linarith
  refine ⟨1 - P o j, hq, by linarith [hpos o j], fun n => ?_⟩
  induction n with
  | zero => intro i; by_cases h : i = j <;> simp [survival, h]
  | succ n ih =>
    intro i
    by_cases h : i = j
    · rw [h, survival_self]
      exact ⟨le_rfl, pow_nonneg hq _⟩
    · have hs : survival P j (n + 1) i = ∑ k, P i k * survival P j n k := by
        simp [survival, h]
      rw [hs]
      refine ⟨Finset.sum_nonneg fun k _ => mul_nonneg (hpos i k).le (ih k).1, ?_⟩
      have hterm : ∀ k, P i k * survival P j n k ≤
          (P i k - if k = j then P i j else 0) * (1 - P o j) ^ n := by
        intro k
        by_cases hk : k = j
        · rw [hk, survival_self]; simp
        · simp only [if_neg hk, sub_zero]
          exact mul_le_mul_of_nonneg_left (ih k).2 (hpos i k).le
      have hoi : P o j ≤ P i j := ho i
      calc ∑ k, P i k * survival P j n k
          ≤ ∑ k, (P i k - if k = j then P i j else 0) * (1 - P o j) ^ n :=
            Finset.sum_le_sum fun k _ => hterm k
        _ = (1 - P i j) * (1 - P o j) ^ n := by
            rw [← Finset.sum_mul, Finset.sum_sub_distrib, hrow]; simp
        _ ≤ (1 - P o j) * (1 - P o j) ^ n :=
            mul_le_mul_of_nonneg_right (by linarith) (pow_nonneg hq _)
        _ = (1 - P o j) ^ (n + 1) := by ring
```

The geometric bound makes the series converge. Splitting off its $n=0$ term and exchanging the series with the finite sum over $k$ gives, for $i\neq j$,

$$m_{ij}=1+\sum_kP_{ik}m_{kj}.$$

```lean
/-- First-step equation: for a stochastic matrix with positive entries and a start `i` other
than the target `j`, the mean hitting time is one step plus the mean remaining time. -/
theorem meanHit_step {P : Matrix S S ℝ} (hpos : ∀ i j, 0 < P i j)
    (hrow : ∀ i, ∑ j, P i j = 1) {i j : S} (h : i ≠ j) :
    meanHit P i j = 1 + ∑ k, P i k * meanHit P k j := by
  obtain ⟨q, h0, h1, hb⟩ := survival_decay hpos hrow j
  have hsum : ∀ k, Summable fun n => survival P j n k := fun k =>
    Summable.of_nonneg_of_le (fun n => (hb n k).1) (fun n => (hb n k).2)
      (summable_geometric_of_lt_one h0 h1)
  have hz : survival P j 0 i = 1 := by simp [survival, h]
  have hs : ∀ n, survival P j (n + 1) i = ∑ k, P i k * survival P j n k := by
    intro n; simp [survival, h]
  simp only [meanHit, Matrix.of_apply]
  rw [(hsum i).tsum_eq_zero_add]
  simp only [hz, hs]
  rw [Summable.tsum_finsetSum (fun k _ => (hsum k).mul_left _)]
  simp only [tsum_mul_left]
```

## From balance to the cycle identity

Let $M=(m_{ij})$, and let $\pi$ be normalised (`hπ`) and stationary (`hst`); its nonnegativity is never assumed. For $i\ne j$ the first-step equation gives

$$(LM)_{ij}=\pi_i\Big(m_{ij}-\sum_kP_{ik}m_{kj}\Big)=\pi_i.$$

Stationarity makes the columns of $L$, and hence those of $LM$, sum to zero. The diagonal entry is therefore $-\sum_{i\ne j}\pi_i=\pi_j-1$, and $LM=\pi\mathbf 1^T-I$.

```lean
/-- For a stochastic matrix with positive entries and a stationary probability vector `π`, the
matrix `netFlow P π` times the matrix of mean hitting times has entries `π i - δ i j`. -/
theorem netFlow_mul_meanHit {P : Matrix S S ℝ} {π : S → ℝ} (hpos : ∀ i j, 0 < P i j)
    (hrow : ∀ i, ∑ j, P i j = 1) (hπ : ∑ i, π i = 1)
    (hst : ∀ j, ∑ i, π i * P i j = π j) :
    netFlow P π * meanHit P = Matrix.of (fun i _ => π i) - 1 := by
  have hoff : ∀ i j, i ≠ j → (netFlow P π * meanHit P) i j = π i := by
    intro i j h
    have hexp : (netFlow P π * meanHit P) i j =
        π i * (meanHit P i j - ∑ k, P i k * meanHit P k j) := by
      simp only [Matrix.mul_apply, netFlow, Matrix.of_apply, mul_assoc, ← Finset.mul_sum,
        sub_mul, Finset.sum_sub_distrib]
      simp [Matrix.one_apply]
    rw [hexp, meanHit_step hpos hrow h]
    ring
  have hcolL : ∀ k, ∑ i, netFlow P π i k = 0 := by
    intro k
    simp only [netFlow, Matrix.of_apply, mul_sub, Finset.sum_sub_distrib, hst]
    simp [Matrix.one_apply]
  have hcol : ∀ j, ∑ i, (netFlow P π * meanHit P) i j = 0 := by
    intro j
    simp only [Matrix.mul_apply]
    rw [Finset.sum_comm]
    simp only [← Finset.sum_mul, hcolL, zero_mul, Finset.sum_const_zero]
  ext i j
  by_cases h : i = j
  · subst h
    -- stationarity fixes the diagonal entry through the column sum
    have h1 : ∑ a, ((netFlow P π * meanHit P) a i - π a) =
        (netFlow P π * meanHit P) i i - π i :=
      Finset.sum_eq_single i (fun a _ ha => by rw [hoff a i ha, sub_self]) (by simp)
    rw [Finset.sum_sub_distrib, hcol, hπ] at h1
    rw [Matrix.sub_apply, Matrix.of_apply, Matrix.one_apply_eq]
    linarith
  · rw [hoff i j h, Matrix.sub_apply, Matrix.of_apply, Matrix.one_apply_ne h, sub_zero]
```

Summing detailed balance over $i$ gives stationarity. Detailed balance also makes $L$ symmetric, so $M^TLM=M^T(\pi\mathbf 1^T-I)$ is symmetric. With $a_i=\sum_k\pi_km_{ki}$, the mean time to reach $i$ from equilibrium, its entries are $a_i-m_{ji}$. Hence

$$m_{ij}+a_i=m_{ji}+a_j.$$

```lean
/-- For a positive stochastic matrix in detailed balance with a probability vector `π`, the mean
time from `i` to `j` plus that from a `π`-distributed start to `i` is symmetric in `i`, `j`. -/
theorem equilibrium_start_symmetry {P : Matrix S S ℝ} {π : S → ℝ}
    (hpos : ∀ i j, 0 < P i j) (hrow : ∀ i, ∑ j, P i j = 1) (hπ : ∑ i, π i = 1)
    (hdb : DetailedBalance P π) (i j : S) :
    meanHit P i j + ∑ k, π k * meanHit P k i =
      meanHit P j i + ∑ k, π k * meanHit P k j := by
  have hst : ∀ b, ∑ a, π a * P a b = π b := fun b => by
    rw [Finset.sum_congr rfl fun a _ => hdb a b, ← Finset.mul_sum, hrow, mul_one]
  have hL : (netFlow P π)ᵀ = netFlow P π := by
    ext a b
    by_cases h : a = b
    · subst h; rfl
    · simp only [Matrix.transpose_apply, netFlow, Matrix.of_apply, Matrix.one_apply_ne h,
        Matrix.one_apply_ne (Ne.symm h)]
      linarith [hdb a b]
  -- the congruence of a symmetric matrix is symmetric
  have hs : ((meanHit P)ᵀ * (Matrix.of (fun a _ => π a) - 1))ᵀ =
      (meanHit P)ᵀ * (Matrix.of (fun a _ => π a) - 1) := by
    rw [← netFlow_mul_meanHit hpos hrow hπ hst, Matrix.transpose_mul, Matrix.transpose_mul,
      Matrix.transpose_transpose, hL, Matrix.mul_assoc]
  rw [Matrix.mul_sub, Matrix.mul_one] at hs
  have h := congrFun (congrFun hs i) j
  simp only [Matrix.transpose_apply, Matrix.sub_apply, Matrix.mul_apply,
    Matrix.of_apply] at h
  simp only [mul_comm (π _)]
  linarith
```

Add this relation for the pairs $(i,j)$, $(j,k)$ and $(k,i)$. The $a$ terms cancel.

```lean
/-- Cycle identity: for a stochastic matrix with positive entries in detailed balance with a
probability vector, the mean hitting times around a triangle of states add up to the same total
in both directions. -/
theorem cycle_identity {P : Matrix S S ℝ} {π : S → ℝ}
    (hpos : ∀ i j, 0 < P i j) (hrow : ∀ i, ∑ j, P i j = 1) (hπ : ∑ i, π i = 1)
    (hdb : DetailedBalance P π) (i j k : S) :
    meanHit P i j + meanHit P j k + meanHit P k i =
      meanHit P i k + meanHit P k j + meanHit P j i := by
  linarith [equilibrium_start_symmetry hpos hrow hπ hdb i j,
    equilibrium_start_symmetry hpos hrow hπ hdb j k,
    equilibrium_start_symmetry hpos hrow hπ hdb k i]
```

The same cancellation works around a closed loop of any length, so longer cycles also have equal totals in both directions.

## From the cycle identity back to balance

Now assume the cycle identity instead of detailed balance, with $\pi$ normalised and stationary. Fix $i$ and put $g_a=m_{ai}-m_{ia}$. The cycle identity for $(a,b,i)$ gives $m_{ab}-m_{ba}=g_a-g_b$. Since the rows of $L$ sum to zero, $L(M-M^T)L^T=0$. But

$$LML^T=(\pi\mathbf 1^T-I)L^T=-L^T,\qquad LM^TL^T=-L,$$

so $L-L^T=0$, and the off-diagonal entries are detailed balance. In the code, `h1` and `h2` are these two products and `h3` is the vanishing difference.

```lean
/-- For a stochastic matrix with positive entries and a stationary probability vector, the cycle
identity holds for all triples of states exactly when detailed balance holds. -/
theorem cycle_identity_iff_detailedBalance {P : Matrix S S ℝ} {π : S → ℝ}
    (hpos : ∀ i j, 0 < P i j) (hrow : ∀ i, ∑ j, P i j = 1) (hπ : ∑ i, π i = 1)
    (hst : ∀ j, ∑ i, π i * P i j = π j) :
    (∀ i j k, meanHit P i j + meanHit P j k + meanHit P k i =
      meanHit P i k + meanHit P k j + meanHit P j i) ↔ DetailedBalance P π := by
  refine ⟨fun hc i j => ?_, fun hdb => cycle_identity hpos hrow hπ hdb⟩
  -- the antisymmetric part of the hitting times is a difference of potentials
  obtain ⟨G, hGd⟩ : ∃ G : Matrix S S ℝ, ∀ a b, G a b = meanHit P a i - meanHit P i a :=
    ⟨fun a _ => meanHit P a i - meanHit P i a, fun _ _ => rfl⟩
  have hG : meanHit P - (meanHit P)ᵀ = G - Gᵀ := by
    ext a b
    simp only [Matrix.sub_apply, Matrix.transpose_apply, hGd]
    linarith [hc a b i]
  have hL : ∀ a, ∑ b, netFlow P π a b = 0 := by
    intro a
    simp only [netFlow, Matrix.of_apply, ← Finset.mul_sum, Finset.sum_sub_distrib, hrow]
    simp [Matrix.one_apply]
  have hLG : netFlow P π * Gᵀ = 0 := by
    ext a b
    simp only [Matrix.mul_apply, Matrix.transpose_apply, hGd, ← Finset.sum_mul, hL, zero_mul,
      Matrix.zero_apply]
  have hGL : G * (netFlow P π)ᵀ = 0 := by
    have h := congrArg Matrix.transpose hLG
    rwa [Matrix.transpose_mul, Matrix.transpose_transpose, Matrix.transpose_zero] at h
  have hV : Matrix.of (fun a (_ : S) => π a) * (netFlow P π)ᵀ = 0 := by
    ext a b
    simp only [Matrix.mul_apply, Matrix.transpose_apply, Matrix.of_apply, ← Finset.mul_sum, hL,
      mul_zero, Matrix.zero_apply]
  have h1 : netFlow P π * meanHit P * (netFlow P π)ᵀ = -(netFlow P π)ᵀ := by
    rw [netFlow_mul_meanHit hpos hrow hπ hst, Matrix.sub_mul, hV, Matrix.one_mul, zero_sub]
  have h2 : netFlow P π * (meanHit P)ᵀ * (netFlow P π)ᵀ = -netFlow P π := by
    have h := congrArg Matrix.transpose h1
    rw [Matrix.transpose_mul, Matrix.transpose_mul, Matrix.transpose_neg,
      Matrix.transpose_transpose] at h
    rw [Matrix.mul_assoc]
    exact h
  have h3 : netFlow P π * (meanHit P - (meanHit P)ᵀ) * (netFlow P π)ᵀ = 0 := by
    rw [hG, Matrix.mul_sub, hLG, sub_zero, Matrix.mul_assoc, hGL, Matrix.mul_zero]
  -- hence the matrix `netFlow P π` is symmetric
  rw [Matrix.mul_sub, Matrix.sub_mul, h1, h2] at h3
  have h4 := congrFun (congrFun h3 i) j
  by_cases h : i = j
  · subst h; rfl
  · simp only [Matrix.sub_apply, Matrix.neg_apply, Matrix.transpose_apply, netFlow,
      Matrix.of_apply, Matrix.one_apply_ne h, Matrix.one_apply_ne (Ne.symm h),
      Matrix.zero_apply] at h4
    linarith
```

## A balanced chain and a driven ring

With $\pi=(1/2,1/4,1/4)$, the following chain satisfies every hypothesis of the cycle identity.

```lean
/-- A three-state chain with positive entries in detailed balance with the non-uniform
probability vector `(1/2, 1/4, 1/4)`. -/
theorem cycle_identity_witness :
    let P : Matrix (Fin 3) (Fin 3) ℝ := !![1/2, 1/4, 1/4; 1/2, 1/8, 3/8; 1/2, 3/8, 1/8]
    let π : Fin 3 → ℝ := ![1/2, 1/4, 1/4]
    (∀ i j, 0 < P i j) ∧ (∀ i, ∑ j, P i j = 1) ∧ ∑ i, π i = 1 ∧ DetailedBalance P π := by
  intro P π
  refine ⟨fun i j => ?_, fun i => ?_, ?_, fun i j => ?_⟩
  · fin_cases i <;> fin_cases j <;> norm_num [P]
  · fin_cases i <;> norm_num [P, Fin.sum_univ_succ]
  · norm_num [π, Fin.sum_univ_succ]
  · fin_cases i <;> fin_cases j <;> norm_num [P, π]
```

Without detailed balance the identity can fail. Take a ring that steps forward with probability $1/2$, backward with $1/3$, and otherwise stays.

```lean
/-- A three-state ring that prefers one sense of rotation: stay with probability `1/6`, step
forward with `1/2` and backward with `1/3`. -/
noncomputable def biasedRing : Matrix (Fin 3) (Fin 3) ℝ :=
  !![1/6, 1/2, 1/3; 1/3, 1/6, 1/2; 1/2, 1/3, 1/6]
```

Let $f$ and $b$ be the mean times to reach the next and the previous state. The first-step equations become $5f-2b=6$ and $5b-3f=6$, so $f=42/19$ and $b=48/19$. The two totals are $126/19$ and $144/19$. The Lean proof takes a shorter route through the equivalence: the uniform distribution is stationary, but $\tfrac13\cdot\tfrac12\ne\tfrac13\cdot\tfrac13$.

```lean
/-- The cycle identity fails for some triple of states of the biased ring. -/
theorem biasedRing_violates_cycle_identity :
    ¬ ∀ i j k, meanHit biasedRing i j + meanHit biasedRing j k + meanHit biasedRing k i =
      meanHit biasedRing i k + meanHit biasedRing k j + meanHit biasedRing j i := by
  intro hc
  have hpos : ∀ i j, 0 < biasedRing i j := by
    intro i j
    fin_cases i <;> fin_cases j <;> norm_num [biasedRing]
  have hrow : ∀ i, ∑ j, biasedRing i j = 1 := by
    intro i
    fin_cases i <;> norm_num [biasedRing, Fin.sum_univ_succ]
  have hπ : ∑ _i : Fin 3, (1/3 : ℝ) = 1 := by norm_num [Fin.sum_univ_succ]
  have hst : ∀ j, ∑ i, (1/3 : ℝ) * biasedRing i j = 1/3 := by
    intro j
    fin_cases j <;> norm_num [biasedRing, Fin.sum_univ_succ]
  -- the uniform distribution is stationary but carries a circulating current
  have hdb : (1/3 : ℝ) * biasedRing 0 1 = 1/3 * biasedRing 1 0 :=
    (cycle_identity_iff_detailedBalance (π := fun _ => (1/3 : ℝ)) hpos hrow hπ hst).1 hc 0 1
  norm_num [biasedRing] at hdb

end HittingTimeCycle
```

```lean
#print axioms HittingTimeCycle.cycle_identity_iff_detailedBalance
-- 'HittingTimeCycle.cycle_identity_iff_detailedBalance' depends on axioms: [propext, Classical.choice, Quot.sound]
#print axioms HittingTimeCycle.biasedRing_violates_cycle_identity
-- 'HittingTimeCycle.biasedRing_violates_cycle_identity' depends on axioms: [propext, Classical.choice, Quot.sound]
```
